# The smearing term log(1 + e^(−|x|/T)), with T > 0, is at most log 2, with equality only at the chemical potential

For a single level at signed distance x from the chemical potential, the smearing term is defined as log(1 + e^(−|x|/T)), where T is a positive real number. The theorem states that this term never exceeds log 2, and that it equals log 2 exactly when x = 0, that is, when the level lies at the chemical potential. The proof treats x = 0 by direct evaluation. For x ≠ 0 it notes that the exponent is negative, so the exponential is below 1, and the strict monotonicity of the logarithm then puts the term strictly below log 2.

As first written in Lean, the proof fails:

```lean
import Mathlib

open Filter Topology

namespace GrandPotentialSmearing

noncomputable section

/-- Smearing term of one level at signed distance `x` from the chemical potential. -/
def smearingTerm (x T : ℝ) : ℝ :=
  Real.log (1 + Real.exp (-|x| / T))

/-- The smearing term is at most `log 2`, and it equals `log 2` exactly for a level at the
chemical potential. -/
theorem smearingTerm_le (x : ℝ) {T : ℝ} (hT : 0 < T) :
    smearingTerm x T ≤ Real.log 2 ∧ (smearingTerm x T = Real.log 2 ↔ x = 0) := by
  have h0 : smearingTerm 0 T = Real.log 2 := by
    unfold smearingTerm
    norm_num
  by_cases hx : x = 0
  · subst hx
    exact ⟨h0.le, by simp [h0]⟩
  · have hneg : -|x| / T < 0 :=
      div_neg_of_neg_of_pos (neg_lt_zero.mpr (abs_pos.mpr hx)) hT
    have hlt : smearingTerm x T < Real.log 2 :=
      Real.log_lt_log (by positivity) (by linarith [Real.exp_lt_one hneg])
    exact ⟨hlt.le, fun h => absurd h hlt.ne, fun h => absurd h hx⟩

end

end GrandPotentialSmearing
```

Compiling this gives:

```
Main.lean:26:52: error(lean.unknownIdentifier): Unknown constant `Real.exp_lt_one`
```

Cause. The message says that Lean knows no constant called `Real.exp_lt_one`. The proof uses that name in the case x ≠ 0, where `Real.log_lt_log` needs to be shown that 1 + e^(−|x|/T) < 2. This follows by linear arithmetic once e^(−|x|/T) < 1 is known, and the term `Real.exp_lt_one hneg` was meant to hand that fact to `linarith`. Since the name does not exist, the term cannot be elaborated and the step fails. The mathematical argument itself is sound.

The repair takes the same fact from `Real.exp_lt_one_iff`, an equivalence between the exponential of a real number being less than 1 and that number being negative. Its `.mpr` direction turns `hneg`, which says that −|x|/T is negative, into the bound that `linarith` needs. Nothing else in the proof changes.

This version goes through:

```diff
@@ -24,5 +24,5 @@
       div_neg_of_neg_of_pos (neg_lt_zero.mpr (abs_pos.mpr hx)) hT
     have hlt : smearingTerm x T < Real.log 2 :=
-      Real.log_lt_log (by positivity) (by linarith [Real.exp_lt_one hneg])
+      Real.log_lt_log (by positivity) (by linarith [Real.exp_lt_one_iff.mpr hneg])
     exact ⟨hlt.le, fun h => absurd h hlt.ne, fun h => absurd h hx⟩
 
```
